# For a uniform dielectric layer, $L(1-1/E)$ is independent of the vacuum height

After the out-of-plane permittivity $E$ of a slab has been computed in a supercell of height $L$, it has to be converted into a response of the sheet itself, since $E$ tends to 1 as vacuum is added. Two conversions suggest themselves, $L(E-1)$ and $L(1-1/E)$. For a uniform layer with sharp faces, the first depends on the cell height and the second does not.

## From the displacement to the two responses

Let the layer have thickness $d>0$ and permittivity $e>0$ with $e\neq1$, in a cell with $L>d$. Here $e$ is not a charge and $E$ is not a field; the vacuum permittivity is 1. Without free charge the normal displacement $D$ is uniform, so the field is $D/e$ in the layer and $D$ in the vacuum. With $\alpha=d(1-1/e)$, the mean field is

$$F=\frac{1}{L}\left[\frac{D}{e}\,d+D(L-d)\right]=D\,\frac{L-\alpha}{L}.$$

Since $L-\alpha=(L-d)+d/e>0$, the cell permittivity is

$$E(L)=\frac{D}{F}=\frac{L}{L-\alpha}.$$

Equivalently, $L/E=d/e+(L-d)$, the series law. The second conversion follows at once:

$$L\left(1-\frac1E\right)=L-(L-\alpha)=\alpha.$$

This is the induced dipole per area and per unit displacement. For the first conversion, write $L=(L-\alpha)+\alpha$:

$$L(E-1)=\frac{L\alpha}{L-\alpha}=\alpha+\frac{\alpha^2}{L-\alpha}.$$

As $\alpha\neq0$, the last term is positive and strictly decreasing in $L$, and it vanishes as $L\to\infty$. Multiplied by $L$ it becomes $\alpha^2+\alpha^3/(L-\alpha)\to\alpha^2$, so the error decays only as $1/L$.

In the opposite limit, $L\to d$, the vacuum disappears and $L(E-1)$ tends to $d(e-1)=e\alpha$. In a tight cell the first conversion is therefore wrong by up to the factor $e$.

## The layer and its cell in Lean

All quantities are real numbers.

```lean
import Mathlib

open Filter Topology

namespace SheetResponse

noncomputable section
```

The mean field is the potential drop across the cell divided by its height.

```lean
/-- Mean out-of-plane field in a cell of height `L ≠ 0` at uniform normal displacement `D`
(vacuum permittivity 1): the field is `D / e` in a layer of thickness `d` and permittivity
`e ≠ 0`, and `D` in the remaining vacuum. -/
def meanField (d e L D : ℝ) : ℝ := (D / e * d + D * (L - d)) / L
```

The permittivity is defined from this field at $D=1$, so the series law is derived and not assumed.

```lean
/-- Out-of-plane permittivity of the cell: the inverse of the mean field at unit displacement,
for `e ≠ 0`, `L ≠ 0` and a nonzero mean field. -/
def cellPermittivity (d e L : ℝ) : ℝ := 1 / meanField d e L 1
```

The next two definitions are $\alpha$ and $L(E-1)$. The word "polarizability" in the comments means a response per area.

```lean
/-- The sheet response `d (1 - 1/e)` of a layer of thickness `d` and permittivity `e ≠ 0`. -/
def sheetResponse (d e : ℝ) : ℝ := d * (1 - 1 / e)

/-- The naive sheet polarizability `L (E(L) - 1)`, on the domain of the cell permittivity. -/
def naiveResponse (d e L : ℝ) : ℝ := L * (cellPermittivity d e L - 1)
```

## Closed form, constitutive law and series law

The closed form comes from rewriting the potential drop at $D=1$ as $L-\alpha$ and inverting the fraction.

```lean
/-- The cell permittivity is the cell height divided by the cell height less the sheet
response. -/
theorem cellPermittivity_eq (d e L : ℝ) :
    cellPermittivity d e L = L / (L - sheetResponse d e) := by
  have h : 1 / e * d + 1 * (L - d) = L - sheetResponse d e := by
    unfold sheetResponse
    ring
  unfold cellPermittivity meanField
  rw [h, one_div_div]
```

Positivity of the denominator uses the same split into vacuum and layer as above.

```lean
/-- For a layer of positive thickness and positive permittivity, the sheet response is smaller
than the height of any cell higher than the layer. -/
theorem height_sub_response_pos {d e L : ℝ} (hd : 0 < d) (he : 0 < e) (hL : d < L) :
    0 < L - sheetResponse d e := by
  have h : L - sheetResponse d e = (L - d) + d / e := by
    unfold sheetResponse
    ring
  have h2 : 0 < d / e := div_pos hd he
  rw [h]
  linarith
```

The next theorem shows that the permittivity defined at unit displacement relates $D$ to the mean field at every $D$.

```lean
/-- For a layer of positive thickness and permittivity in a higher cell, the displacement is
the cell permittivity times the mean field, at every displacement. -/
theorem displacement_eq {d e L : ℝ} (hd : 0 < d) (he : 0 < e) (hL : d < L) (D : ℝ) :
    D = cellPermittivity d e L * meanField d e L D := by
  have hL0 : L ≠ 0 := (hd.trans hL).ne'
  have hx : L - sheetResponse d e ≠ 0 := (height_sub_response_pos hd he hL).ne'
  have hm : meanField d e L D = D * (L - sheetResponse d e) / L := by
    unfold meanField sheetResponse
    ring
  rw [cellPermittivity_eq, hm]
  field_simp
```

The Lean proof of the series law assumes only a nonzero cell height. Read as physics, this law and the closed form above need $L\neq0$, $e\neq0$ and a nonzero mean field; outside these conditions, what Lean states rests on its convention that division by zero gives zero.

```lean
/-- Series law: in a cell of nonzero height, `L / E(L)` is the layer thickness divided by its
permittivity, plus the thickness of the vacuum. -/
theorem series_law (d e : ℝ) {L : ℝ} (hL : L ≠ 0) :
    L / cellPermittivity d e L = d / e + (L - d) := by
  rw [cellPermittivity_eq, div_div_eq_mul_div, mul_div_cancel_left₀ _ hL]
  unfold sheetResponse
  ring
```

## The finite-cell error

With $L-\alpha\neq0$ available, `field_simp` clears the denominator and `ring` checks the remaining polynomial identity.

```lean
/-- For a layer of positive thickness and permittivity in a higher cell, the naive
polarizability exceeds the sheet response `α` by exactly `α² / (L - α)`. -/
theorem naiveResponse_eq {d e L : ℝ} (hd : 0 < d) (he : 0 < e) (hL : d < L) :
    naiveResponse d e L =
      sheetResponse d e + sheetResponse d e ^ 2 / (L - sheetResponse d e) := by
  have hx : L - sheetResponse d e ≠ 0 := (height_sub_response_pos hd he hL).ne'
  unfold naiveResponse
  rw [cellPermittivity_eq]
  field_simp
  ring
```

The limit of the error term is a separate lemma: $L-a$ grows without bound, so a constant divided by it tends to zero.

```lean
/-- A constant divided by the cell height, measured from any fixed offset, vanishes in the
limit of infinite height. -/
theorem tendsto_div_height (c a : ℝ) :
    Tendsto (fun L : ℝ => c / (L - a)) atTop (𝓝 0) := by
  have h : Tendsto (fun L : ℝ => L - a) atTop atTop := by
    simpa [sub_eq_add_neg] using
      tendsto_atTop_add_const_right atTop (-a) (tendsto_id (α := ℝ))
  exact h.const_div_atTop c
```

## Monotonicity, limit and constancy

The main theorem has three parts. `StrictAntiOn` on `Set.Ioi d` says that $L(E-1)$ strictly decreases for $L>d$; `Tendsto` along `atTop` gives its limit as $L\to\infty$; the last part is the equality at every $L>d$.

```lean
/-- For a layer of positive thickness and positive permittivity other than 1, in cells higher
than the layer, `L (E(L) - 1)` strictly decreases with `L` and tends to `d (1 - 1/e)`, whereas
`L (1 - 1/E(L))` equals `d (1 - 1/e)` at every height. -/
theorem vacuum_independent_sheet_response {d e : ℝ} (hd : 0 < d) (he : 0 < e) (he1 : e ≠ 1) :
    StrictAntiOn (fun L => L * (cellPermittivity d e L - 1)) (Set.Ioi d) ∧
    Tendsto (fun L => L * (cellPermittivity d e L - 1)) atTop (𝓝 (d * (1 - 1 / e))) ∧
    ∀ L, d < L → L * (1 - 1 / cellPermittivity d e L) = d * (1 - 1 / e) := by
  refine ⟨?_, ?_, ?_⟩
  · -- the finite-cell error has a positive numerator and a growing denominator
    intro L hL M hM hLM
    have hα : sheetResponse d e ≠ 0 := by
      have h : sheetResponse d e = d * (e - 1) / e := by
        unfold sheetResponse
        field_simp
      rw [h]
      exact div_ne_zero (mul_ne_zero hd.ne' (sub_ne_zero.2 he1)) he.ne'
    have hsq : 0 < sheetResponse d e ^ 2 := by positivity
    have hlt := div_lt_div_of_pos_left hsq (height_sub_response_pos hd he hL)
      (sub_lt_sub_right hLM (sheetResponse d e))
    change naiveResponse d e M < naiveResponse d e L
    rw [naiveResponse_eq hd he hL, naiveResponse_eq hd he hM]
    linarith
  · -- the finite-cell error vanishes for large cells
    change Tendsto (naiveResponse d e) atTop (𝓝 (sheetResponse d e))
    have h := (tendsto_div_height (sheetResponse d e ^ 2) (sheetResponse d e)).const_add
      (sheetResponse d e)
    rw [add_zero] at h
    exact h.congr' ((eventually_gt_atTop d).mono
      fun L hL => (naiveResponse_eq hd he hL).symm)
  · -- the series law removes the vacuum thickness
    intro L hL
    have h : L * (1 - 1 / cellPermittivity d e L) = L - L / cellPermittivity d e L := by
      ring
    rw [h, series_law d e (hd.trans hL).ne']
    ring
```

The first part compares heights $L<M$: the numerator $\alpha^2$ is positive and the denominator grows. Only here is $e\neq1$ used; at $e=1$ both responses are zero. The third part subtracts the series law from $L$.

The second part depends on `congr'`. The error formula is known only for $L>d$, whereas the limit concerns a function on all real $L$. `Tendsto.congr'` transfers a limit between functions that agree eventually along the filter, and `eventually_gt_atTop d` supplies the fact that $L$ eventually exceeds $d$. Heights below $d$ then need no treatment.

The rate is proved by the same device, after the leading part $\alpha^2$ has been split off.

```lean
/-- For a layer of positive thickness and permittivity, the error of the naive polarizability
times the cell height tends to the square of the sheet response. -/
theorem naive_error_rate {d e : ℝ} (hd : 0 < d) (he : 0 < e) :
    Tendsto (fun L => L * (naiveResponse d e L - sheetResponse d e)) atTop
      (𝓝 (sheetResponse d e ^ 2)) := by
  have h := (tendsto_div_height (sheetResponse d e ^ 3) (sheetResponse d e)).const_add
    (sheetResponse d e ^ 2)
  rw [add_zero] at h
  refine h.congr' ((eventually_gt_atTop d).mono fun L hL => ?_)
  have hx : L - sheetResponse d e ≠ 0 := (height_sub_response_pos hd he hL).ne'
  -- insert the exact error and split off its leading part
  simp only [naiveResponse_eq hd he hL]
  field_simp
  ring

end

end SheetResponse
```

```lean
#print axioms SheetResponse.displacement_eq
-- 'SheetResponse.displacement_eq' depends on axioms: [propext, Classical.choice, Quot.sound]
#print axioms SheetResponse.vacuum_independent_sheet_response
-- 'SheetResponse.vacuum_independent_sheet_response' depends on axioms: [propext, Classical.choice, Quot.sound]
#print axioms SheetResponse.naive_error_rate
-- 'SheetResponse.naive_error_rate' depends on axioms: [propext, Classical.choice, Quot.sound]
```

## Use for computed slabs

In electronic-structure work on two-dimensional materials, the result supports reporting $L(1-1/E)$ for the out-of-plane direction, insofar as the material acts as a uniform linear layer. The step left to the user is to check that the computed slab keeps the same induced dipole per unit displacement when the cell height changes, as a layer with fixed $d$ and $e$ does.
